# A time-dependent Hermitian Hamiltonian on a finite lattice conserves the norm of the state

On a finite set of sites, let a wavefunction ψ obey the Schrödinger equation ψ′ = −iH(t)ψ at every real time, with ħ = 1 and each matrix H(t) Hermitian. The theorem says that ‖ψ(t)‖ = ‖ψ(0)‖ for every t; ψ need not be normalised, and H may vary with time in any way for which the equation holds. The proof sets out to show that the inner product of ψ(t) with itself has derivative zero, since the two terms from the product rule cancel when H(t) is Hermitian. The inner product is then constant, and equality of the norms follows from equality of their squares.

The failing Lean file:

```lean
import Mathlib

open Matrix

namespace NormConserved

noncomputable section

variable {V : Type*} [Fintype V] [DecidableEq V]

/-- The operator on lattice wavefunctions given by a matrix; its norm is the operator norm. -/
def op (H : Matrix V V ℂ) : EuclideanSpace ℂ V →L[ℂ] EuclideanSpace ℂ V :=
  Matrix.toEuclideanCLM (n := V) (𝕜 := ℂ) H

/-- The wavefunction `ψ` obeys the Schrödinger equation `ψ' = -i H(t) ψ` (with `ħ = 1`). -/
def Evolves (H : ℝ → Matrix V V ℂ) (ψ : ℝ → EuclideanSpace ℂ V) : Prop :=
  ∀ t, HasDerivAt ψ (-Complex.I • op (H t) (ψ t)) t

/-- Under a Hermitian, possibly time-dependent Hamiltonian the norm of the state is conserved. -/
theorem norm_conserved {H : ℝ → Matrix V V ℂ} {ψ : ℝ → EuclideanSpace ℂ V}
    (hH : ∀ t, (H t).IsHermitian) (hψ : Evolves H ψ) (t : ℝ) : ‖ψ t‖ = ‖ψ 0‖ := by
  have hd : ∀ t, HasDerivAt (fun t => inner ℂ (ψ t) (ψ t)) 0 t := by
    intro t
    -- a Hermitian matrix moves freely across the inner product
    have hadj : ContinuousLinearMap.adjoint (op (H t)) = op (H t) := by
      rw [← ContinuousLinearMap.star_eq_adjoint, op, ← map_star,
        Matrix.star_eq_conjTranspose, (hH t).eq]
    have hsym := ContinuousLinearMap.adjoint_inner_left (op (H t)) (ψ t) (ψ t)
    rw [hadj] at hsym
    have h := (hψ t).inner ℂ (hψ t)
    convert h using 1
    rw [inner_smul_right, inner_smul_left, hsym]
    simp
  have hc := is_const_of_deriv_eq_zero (fun t => (hd t).differentiableAt)
    (fun t => (hd t).deriv) t 0
  have h2 : ‖ψ t‖ ^ 2 = ‖ψ 0‖ ^ 2 := by
    rw [← inner_self_eq_norm_sq (𝕜 := ℂ) (ψ t), ← inner_self_eq_norm_sq (𝕜 := ℂ) (ψ 0)]
    exact congrArg (fun z : ℂ => RCLike.re z) hc
  exact (sq_eq_sq₀ (norm_nonneg _) (norm_nonneg _)).1 h2

end

end NormConserved
```

Messages:

```
Main.lean:32:8: error: Tactic `rewrite` failed: Did not find an occurrence of the pattern
  inner ?m.393 ?x (?r • ?y)
in the target expression
  Complex.addCommGroup = Complex.instRCLike.toDivisionRing.toAddCommGroup

case e'_4
V : Type u_1
inst✝¹ : Fintype V
inst✝ : DecidableEq V
H : ℝ → Matrix V V ℂ
ψ : ℝ → EuclideanSpace ℂ V
hH : ∀ (t : ℝ), (H t).IsHermitian
hψ : Evolves H ψ
t✝ t : ℝ
hadj : ContinuousLinearMap.adjoint (op (H t)) = op (H t)
hsym : inner ℂ ((op (H t)) (ψ t)) (ψ t) = inner ℂ (ψ t) ((op (H t)) (ψ t))
h :
  HasDerivAt (fun t => inner ℂ (ψ t) (ψ t))
    (inner ℂ (ψ t) (-Complex.I • (op (H t)) (ψ t)) + inner ℂ (-Complex.I • (op (H t)) (ψ t)) (ψ t)) t
⊢ Complex.addCommGroup = Complex.instRCLike.toDivisionRing.toAddCommGroup
```

What went wrong. The message says that `rw [inner_smul_right, ...]` found no inner product with a scalar multiple in its second argument. The goal it was given is an equation between two additive commutative group structures on ℂ, `Complex.addCommGroup` and the one obtained from `Complex.instRCLike`. That goal comes from `convert h using 1`, which matches the two `HasDerivAt` statements argument by argument, and their arguments include such instances as well as the derivative's value. The rewrite, meant for the value, met the instance equation instead.

The repair states the needed equation separately as `hzero`: the sum of the two inner products is `0` in ℂ. The same `rw` and `simp` now work on that sum and prove it. `HasDerivAt.congr_deriv` then uses `hzero` to replace the derivative's value by `0`, and `exact` accepts the result because the two group structures agree by definition, so no instance equation is left to prove.

The mended proof, as a diff:

```diff
@@ -28,8 +28,9 @@
     have hsym := ContinuousLinearMap.adjoint_inner_left (op (H t)) (ψ t) (ψ t)
     rw [hadj] at hsym
-    have h := (hψ t).inner ℂ (hψ t)
-    convert h using 1
-    rw [inner_smul_right, inner_smul_left, hsym]
-    simp
+    have hzero : inner ℂ (ψ t) (-Complex.I • op (H t) (ψ t))
+        + inner ℂ (-Complex.I • op (H t) (ψ t)) (ψ t) = (0 : ℂ) := by
+      rw [inner_smul_right, inner_smul_left, hsym]
+      simp
+    exact ((hψ t).inner ℂ (hψ t)).congr_deriv hzero
   have hc := is_const_of_deriv_eq_zero (fun t => (hd t).differentiableAt)
     (fun t => (hd t).deriv) t 0
```
